# Sign and size bounds for the impurity Green function of a finite bath

An embedding calculation that replaces the surroundings of one non-interacting orbital by a hybridisation function $\Delta(z)$ evaluates $G(z) = 1/(z - a - \Delta(z))$ at complex energies, and nothing in the formula alone keeps it sensible. Take $a = 0$ and the function $\Delta(z) = -1/z$, a single pole with negative weight. The denominator $z + 1/z$ vanishes at $z = i$, so $G$ has a pole in the upper half plane, and at $z = i/2$ one finds $G = 2i/3$, so the broadened spectral density $-\operatorname{Im} G/\pi$ is negative. The theorems of this note exclude both failures for one non-interacting impurity orbital coupled to finitely many real bath levels, which is the one-particle model behind a discretised bath: for $\operatorname{Im} z > 0$,

$$\operatorname{Im}\Delta(z) \le 0, \qquad z - a - \Delta(z) \ne 0, \qquad \operatorname{Im} G(z) < 0, \qquad |G(z)| \le \frac{1}{\operatorname{Im} z}.$$

The sign condition is part of saying that $-G$ is a Herglotz (Nevanlinna) function, but that notion also includes analyticity in $z$, and every statement here is about one fixed $z$. The example above, the counter-examples below and the comments on more general baths are hand calculations with no counterpart among the Lean theorems.

## The model and where its hypotheses sit

The impurity has level $a$, bath orbital $k$ has level $e_k$, and the two are coupled by $V_k$. In the basis with the impurity first,

$$H_{00} = a,\quad H_{0k} = \overline{V_k},\quad H_{k0} = V_k,\quad H_{kl} = e_k\delta_{kl}, \qquad \Delta(z) = \sum_k \frac{|V_k|^2}{z - e_k}.$$

```lean
import Mathlib

open Matrix ComplexConjugate

namespace HybridisationFunction

noncomputable section

variable {ι : Type*} [Fintype ι]

/-- The hybridisation function `Δ(z) = ∑ₖ |Vₖ|² / (z - eₖ)` of a finite bath with levels `eₖ`
and couplings `Vₖ`. -/
def hyb (e : ι → ℝ) (V : ι → ℂ) (z : ℂ) : ℂ :=
  ∑ k, ((‖V k‖ ^ 2 : ℝ) : ℂ) / (z - (e k : ℂ))

/-- The impurity Green function `G(z) = 1 / (z - a - Δ(z))` for an impurity level `a`. -/
def green (a : ℝ) (e : ι → ℝ) (V : ι → ℂ) (z : ℂ) : ℂ :=
  1 / (z - (a : ℂ) - hyb e V z)

/-- The one-particle Hamiltonian of an impurity orbital (`none`) with level `a` coupled by `Vₖ`
to bath orbitals (`some k`) with levels `eₖ`. -/
def hamiltonian [DecidableEq ι] (a : ℝ) (e : ι → ℝ) (V : ι → ℂ) :
    Matrix (Option ι) (Option ι) ℂ :=
  Matrix.of fun i j =>
    match i, j with
    | none, none => (a : ℂ)
    | none, some l => conj (V l)
    | some k, none => V k
    | some k, some l => if k = l then (e k : ℂ) else 0

/-- The matrix `z - H` for the impurity-plus-bath Hamiltonian `H`. -/
def shifted [DecidableEq ι] (a : ℝ) (e : ι → ℝ) (V : ι → ℂ) (z : ℂ) :
    Matrix (Option ι) (Option ι) ℂ :=
  z • (1 : Matrix (Option ι) (Option ι) ℂ) - hamiltonian a e V
```

Most hypotheses are carried by types and definitions. The levels are real because `a : ℝ` and `e : ι → ℝ`; the couplings `V : ι → ℂ` may have any phase; the bath index `ι` is an arbitrary finite type, so an empty bath and degenerate levels are allowed. The numerator in `hyb` is the real number `‖V k‖ ^ 2` cast to $\mathbb{C}$, where `‖·‖` is the modulus. Orbitals are labelled by `Option ι`, with `none` the impurity and `some k` the bath orbital $k$, in an orthonormal basis; `shifted` is $z\cdot 1 - H$. The sign convention is that of the resolvent $(z - H)^{-1}$, whose impurity-impurity element is $G$, and any chemical potential is absorbed in $a$ and $e_k$. The only explicit condition on the energy is `hz`, which is `z.im ≠ 0` in two theorems and `0 < z.im` in the others that need it. There is no interaction and hence no interaction self-energy, no matrix-valued $\Delta$ for several impurity orbitals, no continuous bath and no limit $\operatorname{Im} z \to 0$.

## Real bath levels and an energy off the real axis

Real $e_k$ are the energies of stationary bath states with no decay width. The condition $\operatorname{Im} z \neq 0$ says that $\Delta$ is probed with a finite broadening or at an imaginary frequency.

By hand, write $\eta = \operatorname{Im} z$. Since $e_k$ is real, $\operatorname{Im}(z - e_k) = \eta \neq 0$, so $z - e_k \neq 0$. For a real numerator $w_k = |V_k|^2$,

$$\frac{w_k}{z - e_k} = \frac{w_k\,(\bar z - e_k)}{|z - e_k|^2}, \qquad \operatorname{Im}\frac{w_k}{z - e_k} = -\eta\,\frac{w_k}{|z - e_k|^2},$$

and summing over $k$,

$$\operatorname{Im}\Delta(z) = -\eta \sum_k \frac{|V_k|^2}{|z - e_k|^2}.$$

```lean
/-- Off the real axis every bath denominator `z - eₖ` is nonzero, and
`Im Δ(z) = -Im z · ∑ₖ |Vₖ|² / |z - eₖ|²`. -/
theorem hyb_im (e : ι → ℝ) (V : ι → ℂ) {z : ℂ} (hz : z.im ≠ 0) :
    (∀ k, z - (e k : ℂ) ≠ 0) ∧
      (hyb e V z).im = -z.im * ∑ k, ‖V k‖ ^ 2 / ‖z - (e k : ℂ)‖ ^ 2 := by
  constructor
  · intro k h
    apply hz
    have him := congrArg Complex.im h
    simpa using him
  · unfold hyb
    rw [Complex.im_sum, Finset.mul_sum]
    refine Finset.sum_congr rfl fun k _ => ?_
    rw [Complex.div_im, Complex.normSq_eq_norm_sq]
    simp only [Complex.ofReal_im, Complex.ofReal_re, Complex.sub_im, Complex.sub_re]
    ring
```

In the first half of `hyb_im`, `congrArg Complex.im h` takes the imaginary part of the assumed equation $z - e_k = 0$; because $e_k$ is a cast real number, this simplifies to $\eta = 0$ and contradicts `hz`. The second half reduces to one term, `Complex.div_im` supplies the quotient formula, and `Complex.ofReal_im` sets the imaginary parts of $e_k$ and of the numerator to zero, which is where the reality of both enters.

With a level in the upper half plane the result fails: for one bath orbital with $e = 2i$, $V = 1$, $a = 0$ and $z = i$, one has $\Delta = 1/(-i) = i$, so $\operatorname{Im}\Delta > 0$ and $z - a - \Delta = 0$. For real $z$ the point $z = e_k$ is a pole whenever $V_k \ne 0$.

## Non-negative weights and the sign of $\operatorname{Im} z$

The residue of $\Delta$ contributed by orbital $k$ is the hopping amplitude out times the amplitude back, $\overline{V_k}V_k = |V_k|^2 \ge 0$. The choice $\eta > 0$ selects the retarded side.

By hand, $S = \sum_k |V_k|^2/|z - e_k|^2$ is a sum of non-negative terms, so $\operatorname{Im}\Delta = -\eta S \le 0$ for $\eta > 0$.

```lean
/-- In the upper half plane the hybridisation function has `Im Δ(z) ≤ 0`. -/
theorem hyb_im_nonpos (e : ι → ℝ) (V : ι → ℂ) {z : ℂ} (hz : 0 < z.im) :
    (hyb e V z).im ≤ 0 := by
  have hS : 0 ≤ ∑ k, ‖V k‖ ^ 2 / ‖z - (e k : ℂ)‖ ^ 2 :=
    Finset.sum_nonneg fun k _ => by positivity
  rw [(hyb_im e V hz.ne').2, neg_mul]
  exact neg_nonpos.mpr (mul_nonneg hz.le hS)
```

Here `hS` is $S \ge 0$, obtained term by term with `positivity`, and `hz.le` contributes the sign of $\eta$. The negative weight in the opening example shows what the first ingredient prevents. For the second, $e = 0$, $V = 1$, $z = -i$ gives $\Delta = i$: below the axis the sign is reversed.

Non-negative weights also settle the case of equality, for either sign of $\eta$. If $\operatorname{Im}\Delta = 0$ and $\eta \neq 0$, then $S = 0$; a vanishing sum of non-negative terms vanishes term by term; since $|z - e_k|^2 \neq 0$, each $|V_k|^2 = 0$. Conversely, all $V_k = 0$ gives $\Delta = 0$.

```lean
/-- Off the real axis `Im Δ(z)` vanishes exactly when all couplings vanish. -/
theorem hyb_im_eq_zero_iff (e : ι → ℝ) (V : ι → ℂ) {z : ℂ} (hz : z.im ≠ 0) :
    (hyb e V z).im = 0 ↔ ∀ k, V k = 0 := by
  obtain ⟨hne, him⟩ := hyb_im e V hz
  rw [him]
  constructor
  · intro h k
    have hS : ∑ j, ‖V j‖ ^ 2 / ‖z - (e j : ℂ)‖ ^ 2 = 0 :=
      (mul_eq_zero.mp h).resolve_left (neg_ne_zero.mpr hz)
    have hnn : ∀ j ∈ (Finset.univ : Finset ι), 0 ≤ ‖V j‖ ^ 2 / ‖z - (e j : ℂ)‖ ^ 2 :=
      fun j _ => by positivity
    -- a vanishing sum of nonnegative terms vanishes term by term
    have hk : ‖V k‖ ^ 2 / ‖z - (e k : ℂ)‖ ^ 2 = 0 :=
      (Finset.sum_eq_zero_iff_of_nonneg hnn).mp hS k (Finset.mem_univ k)
    have hd : ‖z - (e k : ℂ)‖ ^ 2 ≠ 0 := pow_ne_zero 2 (norm_ne_zero_iff.mpr (hne k))
    have h2 : ‖V k‖ ^ 2 = 0 := (div_eq_zero_iff.mp hk).resolve_right hd
    exact norm_eq_zero.mp ((pow_eq_zero_iff two_ne_zero).mp h2)
  · intro h
    simp [h]
```

The steps `hS`, `hk`, `hd` and `h2` are these four clauses in order, with `hnn` the non-negativity that `Finset.sum_eq_zero_iff_of_nonneg` requires. Only `z.im ≠ 0` is assumed. On the real axis the equivalence breaks: at any real $z$ different from all $e_k$, $\Delta$ is real whatever the couplings are. With weights of both signs it breaks too, since weights $+1$ and $-1$ on two degenerate levels cancel identically.

## A finite bath

Finiteness means a discretised environment with finite total coupling strength $\sum_k |V_k|^2$. The size of $\Delta$ is controlled by this number: from $|z - e_k| \ge \operatorname{Im}(z - e_k) = \eta$ and the triangle inequality,

$$|\Delta(z)| \le \sum_k \frac{|V_k|^2}{|z - e_k|} \le \frac{1}{\eta}\sum_k |V_k|^2 .$$

```lean
/-- In the upper half plane `|Δ(z)| ≤ (∑ₖ |Vₖ|²) / Im z`. -/
theorem norm_hyb_le (e : ι → ℝ) (V : ι → ℂ) {z : ℂ} (hz : 0 < z.im) :
    ‖hyb e V z‖ ≤ (∑ k, ‖V k‖ ^ 2) / z.im := by
  unfold hyb
  rw [Finset.sum_div]
  refine (norm_sum_le _ _).trans (Finset.sum_le_sum fun k _ => ?_)
  rw [norm_div, Complex.norm_real, Real.norm_of_nonneg (sq_nonneg _)]
  have h1 : (z - (e k : ℂ)).im ≤ ‖z - (e k : ℂ)‖ :=
    le_trans (le_abs_self _) (Complex.abs_im_le_norm _)
  have h2 : z.im ≤ ‖z - (e k : ℂ)‖ := by simpa using h1
  exact div_le_div_of_nonneg_left (sq_nonneg _) hz h2
```

`norm_sum_le` is the triangle inequality for the finite sum, `h1` and `h2` give $\eta \le |z - e_k|$ (real $e_k$ again), and `div_le_div_of_nonneg_left` enlarges each term by shrinking its denominator, which needs $\eta > 0$ and a non-negative numerator. For infinitely many orbitals a convergence condition has to be added: with $e_k = 0$ and $V_k = 1$ for all $k$ the series for $\Delta$ diverges at every $z \ne 0$. Finiteness is used once more, through the determinant, in the last theorem.

## A real impurity level

Real $a$ means that the impurity orbital has no gain or loss of its own. Put $D = z - a - \Delta(z)$. Then $\operatorname{Im} D = \eta - 0 - \operatorname{Im}\Delta \ge \eta$.

```lean
/-- In the upper half plane the imaginary part of `z - a - Δ(z)` is at least `Im z`. -/
theorem denominator_im_ge (a : ℝ) (e : ι → ℝ) (V : ι → ℂ) {z : ℂ} (hz : 0 < z.im) :
    z.im ≤ (z - (a : ℂ) - hyb e V z).im := by
  have h := hyb_im_nonpos e V hz
  simp only [Complex.sub_im, Complex.ofReal_im]
  linarith
```

`Complex.ofReal_im` removes $\operatorname{Im} a$, and `linarith` combines the remainder with `hyb_im_nonpos`. The first of the four claims, $\operatorname{Im}\Delta \le 0$, is already proved, and the other three follow from $\operatorname{Im} D \ge \eta > 0$. A number with positive imaginary part is nonzero. Next, $1/D = \bar D/|D|^2$ gives $\operatorname{Im} G = -\operatorname{Im} D/|D|^2 < 0$. Finally $|D| \ge \operatorname{Im} D \ge \eta$ gives $|G| = 1/|D| \le 1/\eta$.

```lean
/-- For `Im z > 0`: `Im Δ(z) ≤ 0`, the denominator `z - a - Δ(z)` is nonzero, and the impurity
Green function obeys `Im G(z) < 0` and `|G(z)| ≤ 1 / Im z`. -/
theorem green_bounds (a : ℝ) (e : ι → ℝ) (V : ι → ℂ) {z : ℂ} (hz : 0 < z.im) :
    (hyb e V z).im ≤ 0 ∧ z - (a : ℂ) - hyb e V z ≠ 0 ∧
      (green a e V z).im < 0 ∧ ‖green a e V z‖ ≤ 1 / z.im := by
  have hD := denominator_im_ge a e V hz
  have hpos : 0 < (z - (a : ℂ) - hyb e V z).im := lt_of_lt_of_le hz hD
  have hne : z - (a : ℂ) - hyb e V z ≠ 0 := by
    intro h
    rw [h] at hpos
    simp at hpos
  refine ⟨hyb_im_nonpos e V hz, hne, ?_, ?_⟩
  · -- Im (1/D) = -Im D / |D|²
    unfold green
    rw [one_div, Complex.inv_im]
    exact div_neg_of_neg_of_pos (neg_lt_zero.mpr hpos) (Complex.normSq_pos.mpr hne)
  · -- |D| ≥ Im D ≥ Im z
    unfold green
    rw [norm_div, norm_one]
    exact one_div_le_one_div_of_le hz
      (hD.trans (le_trans (le_abs_self _) (Complex.abs_im_le_norm _)))
```

In words, `green_bounds` says: for every finite bath, real $a$ and $e_k$, complex $V_k$ and every $z$ with $\operatorname{Im} z > 0$, the four statements displayed at the top hold. In the proof `hpos` is $\operatorname{Im} D > 0$ and `hne` is $D \neq 0$; `Complex.inv_im` is the formula for $\operatorname{Im}(1/D)$, and `one_div_le_one_div_of_le` inverts the chain $\eta \le \operatorname{Im} D \le |D|$, using `hz` to keep the direction of the inequality. Lean assigns the value zero to $1/0$ and to the inverse of a singular matrix, which is why $D \neq 0$ here and the invertibility of $z - H$ below are stated as conclusions in their own right.

For complex $a = i$ and no coupling, $D = z - i$ vanishes at $z = i$. With $a = 0$ and no coupling, $\eta = 0$ allows $D = 0$ at $z = 0$, and $z = -i$ gives $G = i$ with positive imaginary part.

The bound is attained only by a decoupled impurity probed at its own level. If $|G| = 1/\eta$ then $|D| = \eta$, so $\eta - \operatorname{Im}\Delta = \operatorname{Im} D \le \eta$, that is $\operatorname{Im}\Delta \ge 0$. Together with $\operatorname{Im}\Delta \le 0$ this forces all $V_k = 0$ and $\Delta = 0$. Then $|z - a|^2 = (\operatorname{Re} z - a)^2 + \eta^2 = \eta^2$ gives $\operatorname{Re} z = a$. Conversely, these conditions make $D = i\eta$ and $|G| = 1/\eta$.

```lean
/-- For `Im z > 0`, `|G(z)| = 1 / Im z` holds exactly when all couplings vanish and
`Re z` equals the impurity level. -/
theorem norm_green_eq_iff (a : ℝ) (e : ι → ℝ) (V : ι → ℂ) {z : ℂ} (hz : 0 < z.im) :
    ‖green a e V z‖ = 1 / z.im ↔ (∀ k, V k = 0) ∧ z.re = a := by
  constructor
  · intro h
    unfold green at h
    rw [norm_div, norm_one, one_div, one_div, _root_.inv_inj] at h
    -- Im D ≤ |D| = Im z forces Im Δ = 0
    have h1 : (z - (a : ℂ) - hyb e V z).im ≤ ‖z - (a : ℂ) - hyb e V z‖ :=
      le_trans (le_abs_self _) (Complex.abs_im_le_norm _)
    rw [h] at h1
    simp only [Complex.sub_im, Complex.ofReal_im] at h1
    have h2 := hyb_im_nonpos e V hz
    have hV := (hyb_im_eq_zero_iff e V hz.ne').mp (by linarith)
    refine ⟨hV, ?_⟩
    have h0 : hyb e V z = 0 := by simp [hyb, hV]
    rw [h0, sub_zero] at h
    have hsq : ‖z - (a : ℂ)‖ ^ 2 = z.im ^ 2 := by rw [h]
    rw [Complex.sq_norm, Complex.normSq_apply] at hsq
    simp only [Complex.sub_im, Complex.sub_re, Complex.ofReal_im, Complex.ofReal_re] at hsq
    have h3 : (z.re - a) ^ 2 = 0 := by linear_combination hsq
    have h4 : z.re - a = 0 := (pow_eq_zero_iff two_ne_zero).mp h3
    linarith
  · rintro ⟨hV, hre⟩
    have h0 : hyb e V z = 0 := by simp [hyb, hV]
    have h1 : z - (a : ℂ) = (z.im : ℂ) * Complex.I := by
      apply Complex.ext <;> simp [hre]
    unfold green
    rw [h0, sub_zero, h1, norm_div, norm_one, norm_mul, Complex.norm_I, mul_one,
      Complex.norm_real, Real.norm_of_nonneg hz.le]
```

The first rewrite turns `h` into $|D| = \eta$; the first `h1` with `h2` lets `linarith` conclude $\operatorname{Im}\Delta = 0$, and `hyb_im_eq_zero_iff` returns `hV`. The squared equation `hsq`, expanded with real $a$, yields `h3`, the vanishing of $(\operatorname{Re} z - a)^2$. In the converse direction the second `h1` is $z - a = i\eta$.

## Conjugate couplings and a diagonal bath

The remaining theorems tie $G$ to the Hamiltonian, and two structural hypotheses are written into `hamiltonian`. The entries $H_{0k} = \overline{V_k}$ and $H_{k0} = V_k$ are complex conjugates, and the bath block is diagonal, meaning that the bath orbitals are eigenstates of the isolated bath. With real $a$ and $e_k$ these make $H$ Hermitian, which is checked on the four kinds of entry.

```lean
omit [Fintype ι] in
/-- The impurity-plus-bath Hamiltonian is Hermitian. -/
theorem hamiltonian_isHermitian [DecidableEq ι] (a : ℝ) (e : ι → ℝ) (V : ι → ℂ) :
    (hamiltonian a e V).IsHermitian := by
  refine Matrix.IsHermitian.ext fun i j => ?_
  rcases i with _ | k <;> rcases j with _ | l
  · simp [hamiltonian]
  · simp [hamiltonian]
  · simp [hamiltonian]
  · by_cases h : k = l
    · subst h
      simp [hamiltonian]
    · simp [hamiltonian, h, Ne.symm h]
```

The `rcases` produces the four cases, and the bath-bath case splits on `k = l`. No later proof invokes this theorem; it records that the model is a legitimate quantum Hamiltonian.

Multiplying $z - H$ into a vector with amplitudes $y_0$ on the impurity and $y_k$ on the bath gives

$$[(z - H)y]_0 = (z - a)\,y_0 - \sum_k \overline{V_k}\,y_k, \qquad [(z - H)y]_k = (z - e_k)\,y_k - V_k\,y_0 .$$

```lean
/-- The impurity row and the bath rows of `(z - H) y`, written out in the amplitudes of `y`. -/
theorem shifted_rows [DecidableEq ι] (a : ℝ) (e : ι → ℝ) (V : ι → ℂ) (z : ℂ)
    (y : Option ι → ℂ) :
    (shifted a e V z *ᵥ y) none = (z - (a : ℂ)) * y none - ∑ k, conj (V k) * y (some k) ∧
      ∀ k, (shifted a e V z *ᵥ y) (some k) = (z - (e k : ℂ)) * y (some k) - V k * y none := by
  have key : ∀ i, (shifted a e V z *ᵥ y) i = z * y i - ∑ j, hamiltonian a e V i j * y j := by
    intro i
    simp [shifted, Matrix.mulVec, dotProduct, Matrix.one_apply, sub_mul,
      Finset.sum_sub_distrib]
  have h00 : hamiltonian a e V none none = (a : ℂ) := rfl
  have h0k : ∀ l, hamiltonian a e V none (some l) = conj (V l) := fun _ => rfl
  have hk0 : ∀ k, hamiltonian a e V (some k) none = V k := fun _ => rfl
  have hkl : ∀ k l, hamiltonian a e V (some k) (some l) = if k = l then (e k : ℂ) else 0 :=
    fun _ _ => rfl
  constructor
  · rw [key, Fintype.sum_option]
    simp only [h00, h0k]
    ring
  · intro k
    rw [key, Fintype.sum_option]
    simp only [hk0, hkl, ite_mul, zero_mul, Finset.sum_ite_eq, Finset.mem_univ, if_true]
    ring
```

This identity holds for every complex $z$. The step `key` is the general row $z y_i - \sum_j H_{ij} y_j$, `Fintype.sum_option` separates the impurity term from the bath terms, and `Finset.sum_ite_eq` collapses $\sum_l e_k\delta_{kl}\,y_l$ to $e_k y_k$, the place where diagonality is used. With hopping inside the bath, row $k$ would contain other $y_l$ and the bath block would have to be diagonalised before $\Delta$ takes the form of `hyb`. If the couplings are not conjugate, the weights can be negative: $a = e = 0$, $H_{01} = -1$, $H_{10} = 1$ has $\det(z - H) = z^2 + 1$ and reproduces the opening example.

## A source on the impurity only

The hypotheses `h0` and `hk` of the next theorem say that $(z - H)y$ equals $c$ on the impurity and zero on every bath orbital: the system is driven at the impurity. The bath rows give $y_k = V_k y_0/(z - e_k)$, dividing by a number that is nonzero because $\eta \neq 0$. The feedback term becomes

$$\sum_k \overline{V_k}\,y_k = \sum_k \frac{|V_k|^2}{z - e_k}\,y_0 = \Delta(z)\,y_0,$$

so the impurity row reads $D\,y_0 = c$, and $D \neq 0$ gives $y_0 = c\,G$.

```lean
/-- For `Im z > 0`, if `(z - H) y` equals `c` on the impurity and zero on the bath, then the
impurity amplitude is `c G(z)` and each bath amplitude is `Vₖ / (z - eₖ)` times it. -/
theorem eliminate_bath [DecidableEq ι] (a : ℝ) (e : ι → ℝ) (V : ι → ℂ) {z : ℂ}
    (hz : 0 < z.im) (c : ℂ) (y : Option ι → ℂ) (h0 : (shifted a e V z *ᵥ y) none = c)
    (hk : ∀ k, (shifted a e V z *ᵥ y) (some k) = 0) :
    y none = c * green a e V z ∧ ∀ k, y (some k) = V k * y none / (z - (e k : ℂ)) := by
  obtain ⟨r0, rk⟩ := shifted_rows a e V z y
  have hne := (hyb_im e V hz.ne').1
  have hD := (green_bounds a e V hz).2.1
  -- solve the bath rows
  have hb : ∀ k, y (some k) = V k * y none / (z - (e k : ℂ)) := by
    intro k
    have h := hk k
    rw [rk k] at h
    rw [eq_div_iff (hne k)]
    linear_combination h
  -- the feedback of the bath on the impurity is Δ(z)
  have hsum : ∑ k, conj (V k) * y (some k) = hyb e V z * y none := by
    unfold hyb
    rw [Finset.sum_mul]
    refine Finset.sum_congr rfl fun k _ => ?_
    have hc : ((‖V k‖ ^ 2 : ℝ) : ℂ) = V k * conj (V k) := by
      rw [Complex.mul_conj, Complex.normSq_eq_norm_sq]
    rw [hb k, hc]
    ring
  refine ⟨?_, hb⟩
  rw [r0, hsum] at h0
  unfold green
  rw [mul_one_div, eq_div_iff hD]
  linear_combination h0
```

`hb` solves the bath rows from `hk` and `hne`; `hsum` is the feedback identity, in which `hc` writes the numerator $|V_k|^2$ of $\Delta$ as $V_k\overline{V_k}$, the product that the conjugate couplings supply; the closing `linear_combination h0` is the impurity row after clearing the denominator with `hD`, taken from `green_bounds`. With sources $s_k$ on the bath the impurity amplitude is instead $G\,\bigl(c + \sum_k \overline{V_k}\,s_k/(z - e_k)\bigr)$, so `hk` cannot be dropped.

Two values of $c$ complete the link. For $c = 0$, any $y$ with $(z - H)y = 0$ has $y_0 = 0$ and then all $y_k = 0$; a square matrix of finite size with trivial kernel has nonzero determinant. For $c = 1$, the impurity column $y_j = [(z - H)^{-1}]_{j0}$ satisfies $(z - H)y = \delta_{\cdot 0}$, so $y_0 = G$. The theorem `green_eq_resolvent` states, for $\operatorname{Im} z > 0$, that $\det(z - H)$ is a unit of $\mathbb{C}$, meaning nonzero, and that $[(z - H)^{-1}]_{00} = G(z)$; other elements of the resolvent are not part of its statement. In the proof, `Matrix.exists_mulVec_eq_zero_iff` extracts a nonzero kernel vector from a zero determinant, which is where finite dimension enters, and `eliminate_bath` with source `0` shows that this vector vanishes. Then `hcol` reads off the impurity column of $(z - H)(z - H)^{-1} = 1$, and `eliminate_bath` with source `1` finishes. On the real axis invertibility fails at each eigenvalue of $H$, for instance at $z = \pm 1$ for $a = e = 0$, $V = 1$.

```lean
/-- For `Im z > 0` the matrix `z - H` is invertible and the impurity-impurity element of
`(z - H)⁻¹` is `G(z) = 1 / (z - a - Δ(z))`. -/
theorem green_eq_resolvent [DecidableEq ι] (a : ℝ) (e : ι → ℝ) (V : ι → ℂ) {z : ℂ}
    (hz : 0 < z.im) :
    IsUnit (shifted a e V z).det ∧ (shifted a e V z)⁻¹ none none = green a e V z := by
  -- without a source all amplitudes vanish, so the kernel is trivial
  have hdet : (shifted a e V z).det ≠ 0 := by
    intro h
    obtain ⟨y, hy, hMy⟩ := Matrix.exists_mulVec_eq_zero_iff.mpr h
    obtain ⟨h1, h2⟩ := eliminate_bath a e V hz 0 y (congrFun hMy none)
      (fun k => congrFun hMy (some k))
    have h1' : y none = 0 := by rw [h1, zero_mul]
    apply hy
    funext i
    rcases i with _ | k
    · exact h1'
    · rw [h2 k, h1']
      simp
  have hu : IsUnit (shifted a e V z).det := isUnit_iff_ne_zero.mpr hdet
  refine ⟨hu, ?_⟩
  -- the impurity column of the inverse solves the equations with unit source
  have hcol : ∀ i, (shifted a e V z *ᵥ fun j => (shifted a e V z)⁻¹ j none) i
      = (1 : Matrix (Option ι) (Option ι) ℂ) i none := by
    intro i
    have h := congrFun (congrFun (Matrix.mul_nonsing_inv (shifted a e V z) hu) i) none
    rw [Matrix.mul_apply] at h
    exact h
  have h := (eliminate_bath a e V hz 1 (fun j => (shifted a e V z)⁻¹ j none)
    ((hcol none).trans (Matrix.one_apply_eq none))
    (fun k => (hcol (some k)).trans (Matrix.one_apply_ne (Option.some_ne_none k)))).1
  rw [one_mul] at h
  exact h

end

end HybridisationFunction
```

```lean
#print axioms HybridisationFunction.green_bounds
-- 'HybridisationFunction.green_bounds' depends on axioms: [propext, Classical.choice, Quot.sound]
#print axioms HybridisationFunction.norm_green_eq_iff
-- 'HybridisationFunction.norm_green_eq_iff' depends on axioms: [propext, Classical.choice, Quot.sound]
#print axioms HybridisationFunction.hamiltonian_isHermitian
-- 'HybridisationFunction.hamiltonian_isHermitian' depends on axioms: [propext, Classical.choice, Quot.sound]
#print axioms HybridisationFunction.green_eq_resolvent
-- 'HybridisationFunction.green_eq_resolvent' depends on axioms: [propext, Classical.choice, Quot.sound]
```
